# Boole's rule is exact through degree 5, with error $(b-a)^7/2688$ for $x^6$

To integrate a function tabulated on a uniform grid whose number of intervals is a multiple of four, a program can take four intervals at a time as one panel and add its five samples with fixed weights. For a smooth function, comparing the results with $N$ and $2N$ panels then gives an estimate of the remaining error. For polynomials of degree at most 6, both the error of one panel and its decrease under refinement are known exactly. Radial integrals in electronic-structure codes can be treated this way in a variable in which the grid is uniform. Their integrands are in general not polynomials, so there the identities below serve to test the code and do not bound the error.

```lean
import Mathlib

open Polynomial

namespace BooleRule

noncomputable section
```

## Five samples and their weights

Let $f$ be a real function and let $a,b$ be real endpoints. Boole's rule is

$$B(f;a,b)=\frac{b-a}{90}\,(7f_0+32f_1+12f_2+32f_3+7f_4),\qquad f_j=f\!\left(a+\tfrac{j(b-a)}{4}\right).$$

In Lean, `boole` accepts any function `ℝ → ℝ`; the restriction to polynomials enters only with the theorems.

```lean
/-- Boole's rule on `[a, b]`: five equally spaced samples of `f` with weights
`7, 32, 12, 32, 7` times `(b - a) / 90`. -/
def boole (f : ℝ → ℝ) (a b : ℝ) : ℝ :=
  (b - a) / 90 * (7 * f a + 32 * f (a + (b - a) / 4) + 12 * f (a + (b - a) / 2)
    + 32 * f (a + 3 * (b - a) / 4) + 7 * f b)
```

For $N$ panels of signed width $H=(b-a)/N$, the composite rule adds $B(f;a+kH,a+(k+1)H)$ over $k=0,\dots,N-1$.

```lean
/-- The composite rule: `[a, b]` is cut into `N` equal panels and Boole's rule is applied
on each of them. -/
def compositeBoole (f : ℝ → ℝ) (a b : ℝ) (N : ℕ) : ℝ :=
  ∑ k ∈ Finset.range N,
    boole f (a + (k : ℝ) * ((b - a) / N)) (a + ((k + 1 : ℕ) : ℝ) * ((b - a) / N))
```

## The integral from the coefficients

Write $p(x)=\sum_{i=0}^{n-1}c_ix^i$, where the degree of $p$ is below $n$. Integrating each power gives

$$\int_a^b p(x)\,dx=\sum_{i=0}^{n-1}c_i\,\frac{b^{i+1}-a^{i+1}}{i+1}.$$

Here `p : ℝ[X]` is a formal polynomial, `p.eval x` is its value and `p.coeff i` is $c_i$. The integral is oriented, so $a$ and $b$ may come in either order. The proof exchanges sum and integral, which continuity of each term permits, and then integrates the powers.

```lean
/-- The integral of a polynomial of degree below `n`, term by term from its coefficients. -/
theorem integral_eval (p : ℝ[X]) (n : ℕ) (hp : p.natDegree < n) (a b : ℝ) :
    (∫ x in a..b, p.eval x) =
      ∑ i ∈ Finset.range n, p.coeff i * ((b ^ (i + 1) - a ^ (i + 1)) / ((i : ℝ) + 1)) := by
  simp_rw [Polynomial.eval_eq_sum_range' hp]
  rw [intervalIntegral.integral_finsetSum]
  · refine Finset.sum_congr rfl fun i _ => ?_
    rw [intervalIntegral.integral_const_mul, integral_pow]
  · intro i _
    exact Continuous.intervalIntegrable (by fun_prop) _ _
```

## The error of one panel

Put $m=(a+b)/2$, $h=(b-a)/4$ and $u=x-m$. The nodes are $u=-2h,-h,0,h,2h$, and the prefactor $(b-a)/90$ is $2h/45$. Expand $p$ in powers of $u$. Odd powers contribute zero to both the rule and the integral, by symmetry. The even powers give:

| Power | Boole's rule | Integral |
|---|---|---|
| $1$ | $\frac{2h}{45}\cdot 90=4h$ | $4h$ |
| $u^2$ | $\frac{2h^3}{45}\cdot 120=\frac{16}{3}h^3$ | $\frac{16}{3}h^3$ |
| $u^4$ | $\frac{2h^5}{45}\cdot 288=\frac{64}{5}h^5$ | $\frac{64}{5}h^5$ |
| $u^6$ | $\frac{2h^7}{45}\cdot 960=\frac{128}{3}h^7$ | $\frac{256}{7}h^7$ |

Only the last row differs, by $\frac{128}{21}h^7=(b-a)^7/2688$. Since $p$ has degree at most 6, shifting the origin leaves the coefficient $c_6$ of the sixth power unchanged. Therefore

$$B(p;a,b)-\int_a^b p(x)\,dx=\frac{c_6(b-a)^7}{2688}.$$

```lean
/-- For a polynomial of degree at most 6, Boole's rule minus the integral is the coefficient
of `x ^ 6` times `(b - a) ^ 7 / 2688`. -/
theorem boole_error (p : ℝ[X]) (hp : p.natDegree ≤ 6) (a b : ℝ) :
    boole (fun x => p.eval x) a b - (∫ x in a..b, p.eval x) =
      p.coeff 6 * (b - a) ^ 7 / 2688 := by
  have h7 : p.natDegree < 7 := by omega
  rw [integral_eval p 7 h7]
  -- write all five samples through the coefficients and compare
  simp only [boole, Polynomial.eval_eq_sum_range' h7, Finset.sum_range_succ,
    Finset.sum_range_zero]
  push_cast
  ring
```

Lean skips the shift to the midpoint and compares expressions in $a$, $b$ and the coefficients directly. The proof turns on `Polynomial.eval_eq_sum_range'`. Given a bound `p.natDegree < n`, this lemma writes the value of `p` as a sum over exactly `n` powers, whatever the actual degree is. With `n = 7`, `Finset.sum_range_succ` unrolls every sample into seven explicit terms. What remains is an algebraic identity with rational constants, which `ring` proves.

If the degree is at most 5, then $c_6=0$ and the error vanishes.

```lean
/-- Boole's rule integrates every real polynomial of degree at most 5 exactly. -/
theorem boole_exact (p : ℝ[X]) (hp : p.natDegree ≤ 5) (a b : ℝ) :
    boole (fun x => p.eval x) a b = ∫ x in a..b, p.eval x := by
  have h := boole_error p (by omega) a b
  rw [Polynomial.coeff_eq_zero_of_natDegree_lt (by omega : p.natDegree < 6)] at h
  linarith
```

For $p(x)=x^6$, $c_6=1$ and the difference is $(b-a)^7/2688$. It is an excess when $a<b$ and changes sign when the endpoints are exchanged. The proof evaluates this case directly from the integral of a power.

```lean
/-- For `x ^ 6` Boole's rule equals the integral from `a` to `b` plus `(b - a) ^ 7 / 2688`. -/
theorem boole_pow_six (a b : ℝ) :
    boole (fun x => x ^ 6) a b = (∫ x in a..b, x ^ 6) + (b - a) ^ 7 / 2688 := by
  rw [integral_pow, boole]
  push_cast
  ring
```

When $a\ne b$, the factor $(b-a)^7$ is nonzero. Within degree at most 6, the error is then zero exactly when $c_6=0$. The proof cancels this factor in one direction and substitutes $c_6=0$ in the other.

```lean
/-- On an interval of nonzero length, Boole's rule is exact for a polynomial of degree at
most 6 if and only if its coefficient of `x ^ 6` vanishes. -/
theorem boole_exact_iff (p : ℝ[X]) (hp : p.natDegree ≤ 6) {a b : ℝ} (hab : a ≠ b) :
    boole (fun x => p.eval x) a b = (∫ x in a..b, p.eval x) ↔ p.coeff 6 = 0 := by
  have hne : (b - a) ^ 7 ≠ 0 := pow_ne_zero 7 (sub_ne_zero.mpr hab.symm)
  have herr := boole_error p hp a b
  constructor
  · intro h
    have h0 : p.coeff 6 * (b - a) ^ 7 = 0 := by linarith
    exact (mul_eq_zero.mp h0).resolve_right hne
  · intro h
    rw [h] at herr
    linarith
```

## Exactness through degree 4 fixes the weights

Suppose that weights $w_0,\dots,w_4$ on the same nodes $x_j=a+j(b-a)/4$ integrate every polynomial of degree at most 4 exactly, with $a\ne b$. Boole's rule does so too, hence the two rules agree on

$$q_j(x)=\prod_{i\ne j}(x-x_i).$$

This quartic vanishes at every node except $x_j$, so the agreement reads

$$w_j\,q_j(x_j)=\beta_j\,q_j(x_j),$$

where $\beta_j$ is Boole's weight including the factor $(b-a)/90$. The values $q_j(x_j)$ are

$$(b-a)^4\left(\tfrac{3}{32},\,-\tfrac{3}{128},\,\tfrac1{64},\,-\tfrac{3}{128},\,\tfrac{3}{32}\right).$$

All are nonzero, and division gives $w_j=\beta_j$.

In the proof, `key` states the agreement for a quartic with four arbitrary roots. Each `linear_combination` inserts the four other nodes and multiplies by the reciprocal of the listed fraction; `mul_right_cancel₀` then removes $(b-a)^4$.

```lean
/-- If five weights on the equally spaced nodes of `[a, b]`, with `a ≠ b`, integrate every
polynomial of degree at most 4 exactly, they are the weights of Boole's rule. -/
theorem boole_weights_unique {a b : ℝ} (hab : a ≠ b) (w₀ w₁ w₂ w₃ w₄ : ℝ)
    (h : ∀ p : ℝ[X], p.natDegree ≤ 4 →
      w₀ * p.eval a + w₁ * p.eval (a + (b - a) / 4) + w₂ * p.eval (a + (b - a) / 2)
        + w₃ * p.eval (a + 3 * (b - a) / 4) + w₄ * p.eval b = ∫ x in a..b, p.eval x) :
    w₀ = 7 * (b - a) / 90 ∧ w₁ = 32 * (b - a) / 90 ∧ w₂ = 12 * (b - a) / 90 ∧
      w₃ = 32 * (b - a) / 90 ∧ w₄ = 7 * (b - a) / 90 := by
  have hne : (b - a) ^ 4 ≠ 0 := pow_ne_zero 4 (sub_ne_zero.mpr hab.symm)
  -- both rules agree on a quartic with prescribed roots
  have key : ∀ r s t u : ℝ,
      w₀ * ((a - r) * (a - s) * (a - t) * (a - u))
        + w₁ * ((a + (b - a) / 4 - r) * (a + (b - a) / 4 - s) * (a + (b - a) / 4 - t)
          * (a + (b - a) / 4 - u))
        + w₂ * ((a + (b - a) / 2 - r) * (a + (b - a) / 2 - s) * (a + (b - a) / 2 - t)
          * (a + (b - a) / 2 - u))
        + w₃ * ((a + 3 * (b - a) / 4 - r) * (a + 3 * (b - a) / 4 - s)
          * (a + 3 * (b - a) / 4 - t) * (a + 3 * (b - a) / 4 - u))
        + w₄ * ((b - r) * (b - s) * (b - t) * (b - u))
      = boole (fun x => (x - r) * (x - s) * (x - t) * (x - u)) a b := by
    intro r s t u
    have hd : ((X - C r) * (X - C s) * (X - C t) * (X - C u) : ℝ[X]).natDegree ≤ 4 := by
      compute_degree
    have e := (h _ hd).trans (boole_exact _ (by omega) a b).symm
    simp only [eval_mul, eval_sub, eval_X, eval_C] at e
    exact e
  simp only [boole] at key
  -- a quartic vanishing at four of the nodes isolates the weight of the fifth
  refine ⟨mul_right_cancel₀ hne ?_, mul_right_cancel₀ hne ?_, mul_right_cancel₀ hne ?_,
    mul_right_cancel₀ hne ?_, mul_right_cancel₀ hne ?_⟩
  · linear_combination (32 / 3) *
      key (a + (b - a) / 4) (a + (b - a) / 2) (a + 3 * (b - a) / 4) b
  · linear_combination (-128 / 3) * key a (a + (b - a) / 2) (a + 3 * (b - a) / 4) b
  · linear_combination 64 * key a (a + (b - a) / 4) (a + 3 * (b - a) / 4) b
  · linear_combination (-128 / 3) * key a (a + (b - a) / 4) (a + (b - a) / 2) b
  · linear_combination (32 / 3) *
      key a (a + (b - a) / 4) (a + (b - a) / 2) (a + 3 * (b - a) / 4)
```

## Sixth-order convergence over equal panels

For $N\ge1$, the panel integrals add up to the whole integral. Each panel has width $H$ and the same coefficient $c_6$, so each contributes the same error:

$$N\,\frac{c_6H^7}{2688}=\frac{c_6(b-a)^7}{2688N^6}.$$

In Lean, `hs` joins the adjacent integrals, `hk` applies `boole_error` to panel $k$, and the final rewriting adds $N$ equal terms.

```lean
/-- With `N ≥ 1` panels, the composite rule minus the integral of a polynomial of degree at
most 6 is the coefficient of `x ^ 6` times `(b - a) ^ 7 / (2688 N ^ 6)`. -/
theorem compositeBoole_error (p : ℝ[X]) (hp : p.natDegree ≤ 6) (a b : ℝ) (N : ℕ)
    (hN : 1 ≤ N) :
    compositeBoole (fun x => p.eval x) a b N - (∫ x in a..b, p.eval x) =
      p.coeff 6 * (b - a) ^ 7 / (2688 * (N : ℝ) ^ 6) := by
  have hN0 : (N : ℝ) ≠ 0 := Nat.cast_ne_zero.mpr (by omega)
  -- the integral is the sum of the integrals over the panels
  have hs := intervalIntegral.sum_integral_adjacent_intervals
    (f := fun x => p.eval x) (μ := MeasureTheory.volume)
    (a := fun k : ℕ => a + (k : ℝ) * ((b - a) / N)) (n := N)
    (fun k _ => p.continuous.intervalIntegrable _ _)
  beta_reduce at hs
  have hleft : a + ((0 : ℕ) : ℝ) * ((b - a) / N) = a := by simp
  have hright : a + (N : ℝ) * ((b - a) / N) = b := by
    have hc : (N : ℝ) * ((b - a) / N) = b - a := by field_simp
    linarith
  rw [hleft, hright] at hs
  -- every panel contributes the same error
  have hk : ∀ k : ℕ,
      boole (fun x => p.eval x) (a + (k : ℝ) * ((b - a) / N))
          (a + ((k + 1 : ℕ) : ℝ) * ((b - a) / N))
        - (∫ x in (a + (k : ℝ) * ((b - a) / N))..(a + ((k + 1 : ℕ) : ℝ) * ((b - a) / N)),
            p.eval x)
      = p.coeff 6 * ((b - a) / N) ^ 7 / 2688 := by
    intro k
    rw [boole_error p hp]
    push_cast
    ring
  rw [compositeBoole, ← hs, ← Finset.sum_sub_distrib,
    Finset.sum_congr rfl (fun k _ => hk k), Finset.sum_const, Finset.card_range,
    nsmul_eq_mul]
  field_simp

end

end BooleRule
```

```lean
#print axioms BooleRule.boole_pow_six
-- 'BooleRule.boole_pow_six' depends on axioms: [propext, Classical.choice, Quot.sound]
#print axioms BooleRule.boole_exact_iff
-- 'BooleRule.boole_exact_iff' depends on axioms: [propext, Classical.choice, Quot.sound]
#print axioms BooleRule.boole_weights_unique
-- 'BooleRule.boole_weights_unique' depends on axioms: [propext, Classical.choice, Quot.sound]
#print axioms BooleRule.compositeBoole_error
-- 'BooleRule.compositeBoole_error' depends on axioms: [propext, Classical.choice, Quot.sound]
```

## On a computational grid

A composite calculation needs $4N+1$ samples, because neighbouring panels share an endpoint. With grid spacing $h=(b-a)/(4N)$, the weights in units of $2h/45$ are $7$ at $a$ and at $b$, $32,12,32$ at the three inner nodes of each panel, and $14$ at each point where two panels meet, the sum of two endpoint weights. For $N=1$ no panels meet and the sequence is $7,32,12,32,7$.

Let $B_N$ be the composite result with $N$ panels. For a polynomial of degree at most 6, doubling $N$ divides the error by 64, so the error left in $B_{2N}$ is $(B_N-B_{2N})/63$. For a general smooth integrand this quotient is an estimate, and the theorems here give no bound on its quality. They also assume exact real arithmetic, without rounding or errors in the samples.

An implementation can be checked on $x^6$ over $[0,1]$ with one panel: it should return $55/384$, which is $1/7+1/2688$, up to rounding.
